# The one-sided response of two non-interacting fragments is additive when one mean perturbation vanishes

Take two polar molecules so far apart that they do not interact, and apply a field to both. The response of the pair should be the sum of the two separate responses. Yet suppose one computes only the one-sided response $\langle W\psi,(z+E-H)^{-1}W\psi\rangle$, where $H$ is the Hamiltonian of the pair, $\psi$ is the product of one normalised stationary state of each molecule, $E$ is the total energy, and $W$ is the coupling of the pair to a field of unit strength. Then an extra term appears: twice the product of the two permanent dipoles along the field, divided by the frequency $z$ (in units with $\hbar=1$). A distant molecule then seems to change the response of its partner. The extra term vanishes if one of the molecules has no mean dipole along the field, and it always cancels in the full polarizability.

## The cross term and its derivation

Let the fragment Hamiltonians $A$ and $B$ be finite Hermitian matrices with $Au=au$, $Bv=bv$ and $\langle u,u\rangle=\langle v,v\rangle=1$. Let $X$ and $Y$ be arbitrary matrices acting on the two fragments. For the dimer, set

$$H=A\otimes1+1\otimes B,\quad W=X\otimes1+1\otimes Y,\quad \psi=u\otimes v,\quad E=a+b.$$

Write $G(z)=(z+E-H)^{-1}$, $G_A(z)=(z+a-A)^{-1}$ and $G_B(z)=(z+b-B)^{-1}$ for nonreal $z$. The responses are $R(z)=\langle W\psi,G(z)W\psi\rangle$, $R_A(z)=\langle Xu,G_A(z)Xu\rangle$ and $R_B(z)=\langle Yv,G_B(z)Yv\rangle$. With the means $x=\langle u,Xu\rangle$ and $y=\langle v,Yv\rangle$, the claim is

$$R(z)=R_A(z)+R_B(z)+\frac{\bar x y+\bar y x}{z}.$$

**The inverses exist.** Suppose $Hf=wf$ with $f\neq0$. Then $\bar w\langle f,f\rangle=\langle Hf,f\rangle=\langle f,Hf\rangle=w\langle f,f\rangle$, so $w$ is real. Since $z+E$ is not real, $z+E-H$ is invertible. The same holds for the fragments.

**The dimer propagator acts on the excited fragment only.** Let $p'=G_Ap$, that is, $(z+a)p'-Ap'=p$. Then

$$(z+a+b-H)(p'\otimes v)=\big((z+a)p'-Ap'\big)\otimes v+p'\otimes(bv-Bv)=p\otimes v.$$

Hence $G(p\otimes v)=G_Ap\otimes v$, and likewise $G(u\otimes q)=u\otimes G_Bq$.

**The overlap with the stationary state is simple.** Projecting the equation for $p'$ on $u$ gives

$$\langle u,p\rangle=(z+a)\langle u,p'\rangle-\langle Au,p'\rangle=z\langle u,p'\rangle,$$

so $\langle u,G_Ap\rangle=\langle u,p\rangle/z$.

**Four terms remain.** Since $W\psi=Xu\otimes v+u\otimes Yv$,

$$\begin{aligned}R={}&\langle Xu,G_AXu\rangle\langle v,v\rangle+\langle Xu,u\rangle\langle v,G_BYv\rangle\\&+\langle u,G_AXu\rangle\langle Yv,v\rangle+\langle u,u\rangle\langle Yv,G_BYv\rangle.\end{aligned}$$

The outer terms are $R_A$ and $R_B$. The inner ones are $\bar x y/z$ and $x\bar y/z$, which proves the claim.

If $x=0$ or $y=0$, the response is additive. For Hermitian $X$ and $Y$ the means are real and the cross term is $2xy/z$, so additivity also forces $x=0$ or $y=0$. Hermiticity of $X$ alone is not enough for this converse: with $x=1$ and $y=i$ the cross term is zero. In the polarizability $\alpha(z)=-(R(z)+R(-z))$ the cross term drops out for all $x$ and $y$, because it is odd in $z$.

## States, operators and response functions in Lean

```lean
import Mathlib

open Matrix
open scoped Kronecker ComplexOrder

noncomputable section

namespace ResponseSizeConsistency

variable {m n : Type*} [Fintype m] [Fintype n] [DecidableEq m] [DecidableEq n]
```

The finite types `m` and `n` label the basis states of the fragments, and pairs in `m × n` label those of the dimer.

```lean
/-- The product state `p ⊗ q` of two fragments. -/
def prodVec (p : m → ℂ) (q : n → ℂ) : m × n → ℂ := fun k => p k.1 * q k.2

/-- The additive dimer operator `A ⊗ 1 + 1 ⊗ B`. -/
def dimerOp (A : Matrix m m ℂ) (B : Matrix n n ℂ) : Matrix (m × n) (m × n) ℂ :=
  A ⊗ₖ (1 : Matrix n n ℂ) + (1 : Matrix m m ℂ) ⊗ₖ B
```

The same `dimerOp` builds both $H$ from $A,B$ and $W$ from $X,Y$. It contains no interaction between the fragments.

```lean
/-- `u` is a unit eigenvector of `A` with real energy `a`. -/
def IsStationary (A : Matrix m m ℂ) (a : ℝ) (u : m → ℂ) : Prop :=
  star u ⬝ᵥ u = 1 ∧ A *ᵥ u = (a : ℂ) • u
```

The expression `star u ⬝ᵥ p` is $\langle u,p\rangle$, conjugate-linear in the first argument. A stationary state may be any normalised eigenvector; it need not be the ground state.

```lean
/-- The propagator `(z + E - H)⁻¹`, meaningful when `z + E` is not an eigenvalue of `H`. -/
def propagator (H : Matrix m m ℂ) (E : ℝ) (z : ℂ) : Matrix m m ℂ :=
  ((z + (E : ℂ)) • (1 : Matrix m m ℂ) - H)⁻¹

/-- The response `⟨Wψ, (z + E - H)⁻¹ Wψ⟩` of the state `ψ` to the perturbation `W`,
meaningful when `z + E` is not an eigenvalue of `H`. -/
def response (H : Matrix m m ℂ) (E : ℝ) (W : Matrix m m ℂ) (ψ : m → ℂ) (z : ℂ) : ℂ :=
  star (W *ᵥ ψ) ⬝ᵥ (propagator H E z *ᵥ (W *ᵥ ψ))

/-- The polarizability at complex frequency `z`, with its resonant and antiresonant parts,
meaningful when neither `E + z` nor `E - z` is an eigenvalue of `H`. -/
def polarizability (H : Matrix m m ℂ) (E : ℝ) (W : Matrix m m ℂ) (ψ : m → ℂ) (z : ℂ) : ℂ :=
  -(response H E W ψ z + response H E W ψ (-z))
```

Here `response` is the one-sided function $R$, whereas textbooks often use the name for the combination with both frequency signs. That combination is `polarizability`, which has the usual physical meaning when the perturbation is Hermitian.

## Inner products and product states

The first two lemmas are conjugate symmetry and the transfer of a Hermitian matrix across the inner product.

```lean
omit [DecidableEq m] in
private lemma inner_swap (p q : m → ℂ) : star p ⬝ᵥ q = star (star q ⬝ᵥ p) := by
  simp only [dotProduct, star_sum, star_mul', Pi.star_apply, star_star]
  exact Finset.sum_congr rfl fun i _ => mul_comm _ _

omit [DecidableEq m] in
private lemma inner_herm {H : Matrix m m ℂ} (hH : H.IsHermitian) (x y : m → ℂ) :
    star (H *ᵥ x) ⬝ᵥ y = star x ⬝ᵥ (H *ᵥ y) := by
  rw [Matrix.star_mulVec, hH.eq, Matrix.dotProduct_mulVec]
```

The next four state that inner products of product states factorise, that a Kronecker product acts factor by factor, that `dimerOp` therefore produces two terms, and that it preserves Hermiticity.

```lean
omit [DecidableEq m] [DecidableEq n] in
private lemma inner_prodVec (p r : m → ℂ) (q s : n → ℂ) :
    star (prodVec p q) ⬝ᵥ prodVec r s = (star p ⬝ᵥ r) * (star q ⬝ᵥ s) := by
  simp only [dotProduct, prodVec, Pi.star_apply, star_mul', Fintype.sum_prod_type,
    Finset.sum_mul_sum]
  exact Finset.sum_congr rfl fun i _ => Finset.sum_congr rfl fun j _ => by ring

omit [DecidableEq m] [DecidableEq n] in
private lemma kron_prodVec (A : Matrix m m ℂ) (B : Matrix n n ℂ) (p : m → ℂ) (q : n → ℂ) :
    (A ⊗ₖ B) *ᵥ prodVec p q = prodVec (A *ᵥ p) (B *ᵥ q) := by
  ext ⟨i, j⟩
  simp only [Matrix.mulVec, dotProduct, prodVec, Matrix.kroneckerMap_apply,
    Fintype.sum_prod_type, Finset.sum_mul_sum]
  exact Finset.sum_congr rfl fun k _ => Finset.sum_congr rfl fun l _ => by ring

private lemma dimerOp_prodVec (A : Matrix m m ℂ) (B : Matrix n n ℂ) (p : m → ℂ) (q : n → ℂ) :
    dimerOp A B *ᵥ prodVec p q = prodVec (A *ᵥ p) q + prodVec p (B *ᵥ q) := by
  rw [dimerOp, Matrix.add_mulVec, kron_prodVec, kron_prodVec, Matrix.one_mulVec,
    Matrix.one_mulVec]

omit [Fintype m] [Fintype n] in
private lemma dimerOp_herm {A : Matrix m m ℂ} {B : Matrix n n ℂ} (hA : A.IsHermitian)
    (hB : B.IsHermitian) : (dimerOp A B).IsHermitian := by
  rw [Matrix.IsHermitian, dimerOp, Matrix.conjTranspose_add, Matrix.conjTranspose_kronecker,
    Matrix.conjTranspose_kronecker, hA.eq, hB.eq, Matrix.conjTranspose_one,
    Matrix.conjTranspose_one]
```

## The propagator as the solution of a linear equation

Invertibility is proved by contradiction, as above: a zero determinant supplies a nonzero vector `x` with $Hx=wx$, and cancelling $\langle x,x\rangle$ makes $w$ real.

```lean
/-- For Hermitian `H` and nonreal `w`, the matrix `w - H` is invertible. -/
theorem isUnit_det_sub {H : Matrix m m ℂ} (hH : H.IsHermitian) {w : ℂ} (hw : w.im ≠ 0) :
    IsUnit (w • (1 : Matrix m m ℂ) - H).det := by
  rw [isUnit_iff_ne_zero]
  intro h0
  obtain ⟨x, hx, hMx⟩ := Matrix.exists_mulVec_eq_zero_iff.mpr h0
  rw [Matrix.sub_mulVec, Matrix.smul_mulVec, Matrix.one_mulVec, sub_eq_zero] at hMx
  -- an eigenvalue of a Hermitian matrix equals its own conjugate
  have h := inner_herm hH x x
  rw [← hMx, star_smul, smul_dotProduct, dotProduct_smul, smul_eq_mul, smul_eq_mul] at h
  have hN : star x ⬝ᵥ x ≠ 0 := fun h' => hx (by simpa using h')
  exact hw (Complex.conj_eq_iff_im.mp (mul_right_cancel₀ hN h))
```

Mathlib's matrix inverse is defined for every square matrix and is zero when the determinant is not invertible, so this lemma is what makes `propagator` a true inverse.

```lean
/-- For Hermitian `H` and nonreal `z`, the vector `y = (z + E - H)⁻¹ p` is the one and only
solution of `(z + E) y - H y = p`. -/
theorem propagator_eq_iff {H : Matrix m m ℂ} (hH : H.IsHermitian) (E : ℝ) {z : ℂ}
    (hz : z.im ≠ 0) (p y : m → ℂ) :
    propagator H E z *ᵥ p = y ↔ (z + (E : ℂ)) • y - H *ᵥ y = p := by
  have hd := isUnit_det_sub hH (w := z + (E : ℂ)) (by simpa using hz)
  have hM : (z + (E : ℂ)) • y - H *ᵥ y = ((z + (E : ℂ)) • (1 : Matrix m m ℂ) - H) *ᵥ y := by
    rw [Matrix.sub_mulVec, Matrix.smul_mulVec, Matrix.one_mulVec]
  rw [hM, propagator]
  constructor
  · intro h
    rw [← h, Matrix.mulVec_mulVec, Matrix.mul_nonsing_inv _ hd, Matrix.one_mulVec]
  · intro h
    rw [← h, Matrix.mulVec_mulVec, Matrix.nonsing_inv_mul _ hd, Matrix.one_mulVec]
```

This equivalence is the device that carries the later proofs. Read from right to left, it identifies a propagated vector by checking a linear equation. Read from left to right, with `_` in place of `y` and `rfl` as the proof, it lets Lean fill in `y` as the propagated vector itself and returns the equation that this vector satisfies. No inverse has to be expanded after this point.

The overlap formula uses the second reading. The proof projects the equation on $u$, moves $A$ to the left and cancels $a$.

```lean
/-- For Hermitian `A` with stationary state `u` and nonreal `z`, the overlap of `u` with a
propagated vector is `⟨u, (z + a - A)⁻¹ p⟩ = ⟨u, p⟩ / z`. -/
theorem overlap_propagator {A : Matrix m m ℂ} (hA : A.IsHermitian) {a : ℝ} {u : m → ℂ}
    (hu : IsStationary A a u) {z : ℂ} (hz : z.im ≠ 0) (p : m → ℂ) :
    star u ⬝ᵥ (propagator A a z *ᵥ p) = (star u ⬝ᵥ p) / z := by
  have hz0 : z ≠ 0 := fun h => hz (by simp [h])
  have key := congrArg (fun q => star u ⬝ᵥ q) ((propagator_eq_iff hA a hz p _).mp rfl)
  have hstar : star (a : ℂ) = (a : ℂ) := Complex.conj_ofReal a
  simp only [dotProduct_sub, dotProduct_smul, smul_eq_mul] at key
  rw [← inner_herm hA, hu.2, star_smul, smul_dotProduct, smul_eq_mul, hstar] at key
  rw [eq_div_iff hz0]
  linear_combination key
```

## The dimer response and its additivity

```lean
/-- For Hermitian fragments in stationary states `u`, `v` and nonreal `z`, the dimer response is
the sum of the fragment responses plus a cross term built from `⟨u, Xu⟩` and `⟨v, Yv⟩`. -/
theorem response_dimer {A : Matrix m m ℂ} {B : Matrix n n ℂ} (hA : A.IsHermitian)
    (hB : B.IsHermitian) {a b : ℝ} {u : m → ℂ} {v : n → ℂ} (hu : IsStationary A a u)
    (hv : IsStationary B b v) (X : Matrix m m ℂ) (Y : Matrix n n ℂ) {z : ℂ} (hz : z.im ≠ 0) :
    response (dimerOp A B) (a + b) (dimerOp X Y) (prodVec u v) z =
      response A a X u z + response B b Y v z +
        (star (star u ⬝ᵥ (X *ᵥ u)) * (star v ⬝ᵥ (Y *ᵥ v)) +
          star (star v ⬝ᵥ (Y *ᵥ v)) * (star u ⬝ᵥ (X *ᵥ u))) / z := by
  -- the dimer propagator moves only the excited fragment
  have hG : propagator (dimerOp A B) (a + b) z *ᵥ
      (prodVec (X *ᵥ u) v + prodVec u (Y *ᵥ v)) =
      prodVec (propagator A a z *ᵥ (X *ᵥ u)) v + prodVec u (propagator B b z *ᵥ (Y *ᵥ v)) := by
    rw [propagator_eq_iff (dimerOp_herm hA hB) _ hz, Matrix.mulVec_add, dimerOp_prodVec,
      dimerOp_prodVec, hu.2, hv.2]
    ext ⟨i, j⟩
    have h1 := congrFun ((propagator_eq_iff hA a hz (X *ᵥ u) _).mp rfl) i
    have h2 := congrFun ((propagator_eq_iff hB b hz (Y *ᵥ v) _).mp rfl) j
    simp only [Pi.sub_apply, Pi.smul_apply, smul_eq_mul] at h1 h2
    simp only [Pi.sub_apply, Pi.add_apply, Pi.smul_apply, smul_eq_mul, prodVec,
      Complex.ofReal_add]
    linear_combination v j * h1 + u i * h2
  -- two fragment responses and two cross terms
  rw [response, dimerOp_prodVec, hG, star_add, add_dotProduct, dotProduct_add, dotProduct_add,
    inner_prodVec, inner_prodVec, inner_prodVec, inner_prodVec, hu.1, hv.1,
    overlap_propagator hA hu hz, overlap_propagator hB hv hz, inner_swap (X *ᵥ u) u,
    inner_swap (Y *ᵥ v) v, response, response]
  ring
```

The statement is the formula for $R(z)$ with its cross term, for arbitrary `X` and `Y`. The intermediate claim `hG` is the action of the dimer propagator on $W\psi$. It is checked at each index pair $(i,j)$ by adding $v_j$ times the equation for fragment $A$ to $u_i$ times the equation for fragment $B$. The final rewriting expands the inner product into its four terms and evaluates the overlaps.

```lean
/-- Size consistency of the response: for Hermitian fragments in stationary states and nonreal
`z`, the dimer response is the sum of the fragment responses if the perturbation has zero
expectation value on at least one fragment. -/
theorem response_additive {A : Matrix m m ℂ} {B : Matrix n n ℂ} (hA : A.IsHermitian)
    (hB : B.IsHermitian) {a b : ℝ} {u : m → ℂ} {v : n → ℂ} (hu : IsStationary A a u)
    (hv : IsStationary B b v) {X : Matrix m m ℂ} {Y : Matrix n n ℂ}
    (h : star u ⬝ᵥ (X *ᵥ u) = 0 ∨ star v ⬝ᵥ (Y *ᵥ v) = 0) {z : ℂ} (hz : z.im ≠ 0) :
    response (dimerOp A B) (a + b) (dimerOp X Y) (prodVec u v) z =
      response A a X u z + response B b Y v z := by
  rw [response_dimer hA hB hu hv X Y hz]
  rcases h with h | h <;> simp [h]
```

The condition `h` asks for a vanishing mean on one fragment only. Physically, it can stand for a molecule without a permanent dipole along the field. Neither perturbation has to be Hermitian.

```lean
/-- For Hermitian perturbations `X`, `Y` of Hermitian fragments in stationary states, and nonreal
`z`, the response is additive exactly when `⟨u, Xu⟩` or `⟨v, Yv⟩` vanishes. -/
theorem response_additive_iff {A : Matrix m m ℂ} {B : Matrix n n ℂ} (hA : A.IsHermitian)
    (hB : B.IsHermitian) {a b : ℝ} {u : m → ℂ} {v : n → ℂ} (hu : IsStationary A a u)
    (hv : IsStationary B b v) {X : Matrix m m ℂ} {Y : Matrix n n ℂ} (hX : X.IsHermitian)
    (hY : Y.IsHermitian) {z : ℂ} (hz : z.im ≠ 0) :
    response (dimerOp A B) (a + b) (dimerOp X Y) (prodVec u v) z =
      response A a X u z + response B b Y v z ↔
    star u ⬝ᵥ (X *ᵥ u) = 0 ∨ star v ⬝ᵥ (Y *ᵥ v) = 0 := by
  refine ⟨fun h => ?_, fun h => response_additive hA hB hu hv h hz⟩
  have hz0 : z ≠ 0 := fun h => hz (by simp [h])
  -- expectation values of Hermitian operators are real
  have hx := (inner_swap (X *ᵥ u) u).symm.trans (inner_herm hX u u)
  have hy := (inner_swap (Y *ᵥ v) v).symm.trans (inner_herm hY v v)
  rw [response_dimer hA hB hu hv X Y hz, hx, hy, add_eq_left, div_eq_zero_iff] at h
  have h2 := h.resolve_right hz0
  exact mul_eq_zero.mp (by linear_combination h2 / 2)
```

Here Hermiticity enters through `hx` and `hy`, which say that the means are real. The cross term then reduces to $2xy/z$, and one factor must be zero.

```lean
/-- For Hermitian fragments in stationary states and nonreal `z`, the polarizability of the dimer
is the sum of the fragment polarizabilities, whatever the expectation values of `X` and `Y`. -/
theorem polarizability_additive {A : Matrix m m ℂ} {B : Matrix n n ℂ} (hA : A.IsHermitian)
    (hB : B.IsHermitian) {a b : ℝ} {u : m → ℂ} {v : n → ℂ} (hu : IsStationary A a u)
    (hv : IsStationary B b v) (X : Matrix m m ℂ) (Y : Matrix n n ℂ) {z : ℂ} (hz : z.im ≠ 0) :
    polarizability (dimerOp A B) (a + b) (dimerOp X Y) (prodVec u v) z =
      polarizability A a X u z + polarizability B b Y v z := by
  have hz' : (-z).im ≠ 0 := by simpa using hz
  -- the cross term is odd in the frequency
  rw [polarizability, response_dimer hA hB hu hv X Y hz, response_dimer hA hB hu hv X Y hz',
    polarizability, polarizability, div_neg]
  ring
```

The proof applies the dimer formula at $z$ and at $-z$, and the cross terms cancel.

```lean
/-- A two-level fragment with energies 0 and 1, in its lower state, and a perturbation that
couples the levels: the state is stationary, the expectation value is zero and `Xu` is not. -/
theorem response_additive_witness :
    (!![0, 0; 0, 1] : Matrix (Fin 2) (Fin 2) ℂ).IsHermitian ∧
    IsStationary (!![0, 0; 0, 1] : Matrix (Fin 2) (Fin 2) ℂ) 0 ![1, 0] ∧
    (!![0, 1; 1, 0] : Matrix (Fin 2) (Fin 2) ℂ).IsHermitian ∧
    star (![1, 0] : Fin 2 → ℂ) ⬝ᵥ ((!![0, 1; 1, 0] : Matrix (Fin 2) (Fin 2) ℂ) *ᵥ ![1, 0]) = 0 ∧
    (!![0, 1; 1, 0] : Matrix (Fin 2) (Fin 2) ℂ) *ᵥ ![1, 0] ≠ 0 := by
  refine ⟨?_, ⟨?_, ?_⟩, ?_, ?_, fun h => ?_⟩
  · ext i j
    fin_cases i <;> fin_cases j <;> simp
  · simp [dotProduct, Fin.sum_univ_succ]
  · ext i
    fin_cases i <;> simp [Matrix.mulVec, dotProduct, Fin.sum_univ_succ]
  · ext i j
    fin_cases i <;> fin_cases j <;> simp
  · simp [Matrix.mulVec, dotProduct, Fin.sum_univ_succ]
  · have h1 := congrFun h 1
    simp [Matrix.mulVec, dotProduct, Fin.sum_univ_succ] at h1

end ResponseSizeConsistency
```

This example has level energies 0 and 1 and a perturbation that couples the levels. Its mean is zero, but $Xu\neq0$, so the conditions do not force the perturbation to act trivially. The fragment response is $1/(z-1)$, and two copies give $2/(z-1)$.

```lean
#print axioms ResponseSizeConsistency.response_additive_iff
#print axioms ResponseSizeConsistency.polarizability_additive
```

```
'ResponseSizeConsistency.response_additive_iff' depends on axioms: [propext, Classical.choice, Quot.sound]
'ResponseSizeConsistency.polarizability_additive' depends on axioms: [propext, Classical.choice, Quot.sound]
```

## Mixed responses and real molecules

The same argument treats two different perturbations, such as two components of the dipole. Let $W'=X'\otimes1+1\otimes Y'$ have means $x'=\langle u,X'u\rangle$ and $y'=\langle v,Y'v\rangle$. Then

$$\langle W'\psi,GW\psi\rangle=\langle X'u,G_AXu\rangle+\langle Y'v,G_BYv\rangle+\frac{\overline{x'}\,y+\overline{y'}\,x}{z}.$$

This mixed formula rests on the derivation in prose, not on a theorem in the Lean code.

In electronic structure, the theorems give a reference for size-consistency checks of response properties, for exact eigenstates of non-interacting fragments in a finite basis at nonreal frequency. The step to real molecules is to replace the full pair by this product model, which neglects both their interaction and the antisymmetry of the total wavefunction under exchange of electrons between them. An approximate method need not inherit the additivity, since its states need not be products and its propagator need not act on the excited fragment alone.
